# Away from the band edges, the retarded surface Green's function of a uniform chain has a zero-broadening limit that is non-real exactly inside the band

## The chain and its surface equation

Take a half-infinite chain with one orbital per site, on-site energy zero and nearest-neighbour hopping $h>0$. Its surface Green's function $g$ is the diagonal element, at the end site, of the resolvent at $E+iy$, where $E$ is the real energy and $y>0$ the broadening. Removing the end site leaves an identical chain, so

$$g=\frac{1}{E+iy-h^2g},\qquad\text{that is,}\qquad h^2g^2-(E+iy)g+1=0 .$$

The question is what remains of $g$ as $y\to0^+$: whether it converges, and whether the limit keeps an imaginary part and with it a density of states at the surface. Here $h$ is the hopping, often written $t$, and not Planck's constant; $y$ is often written $\eta$.

In Lean 4 with Mathlib:

```lean
import Mathlib

open Filter Topology

namespace VanishingBroadening

noncomputable section
```

The quadratic has two roots. The retarded one has $\operatorname{Im}g<0$, which makes the density of states $-\operatorname{Im}g/\pi$ positive.

```lean
/-- `g` solves the surface equation `h² g² - (E + i y) g + 1 = 0` of a chain with hopping `h`,
at energy `E` and broadening `y`, and has negative imaginary part. -/
def IsRetardedRoot (h E y : ℝ) (g : ℂ) : Prop :=
  (h : ℂ) ^ 2 * g ^ 2 - ((E : ℂ) + (y : ℂ) * Complex.I) * g + 1 = 0 ∧ g.im < 0
```

`IsRetardedRoot h E y g` contains these two conditions and nothing else. The step from the Hamiltonian of the chain to the equation and the sign is physical input, not a theorem below.

The definition could instead have taken $g$ to be the resolvent element itself, for a Hamiltonian on an infinite-dimensional space. The equation and the sign would then have to be derived, and the existence of $g$ would come with the resolvent; the limit would be the same.

## The candidates for the limit

At $y=0$ the roots are $(E\pm\sqrt{E^2-4h^2})/(2h^2)$. For $|E|<2h$ they are complex conjugates, and the one in the lower half plane is

$$\frac{E-i\sqrt{4h^2-E^2}}{2h^2}.$$

```lean
/-- The value `(E - i √(4h² - E²)) / (2h²)`, for `h ≠ 0` and energies in the band, `|E| < 2h`. -/
def bandLimit (h E : ℝ) : ℂ :=
  ((E / (2 * h ^ 2) : ℝ) : ℂ) - ((√(4 * h ^ 2 - E ^ 2) / (2 * h ^ 2) : ℝ) : ℂ) * Complex.I
```

For $|E|>2h$ both roots are real, so the sign of the imaginary part no longer tells them apart. The candidate is the root of smaller modulus, which a single formula gives for both signs of $E$:

$$\frac{E\left(1-\sqrt{1-(2h/E)^2}\right)}{2h^2}.$$

```lean
/-- The real value `E (1 - √(1 - (2h/E)²)) / (2h²)`, for `h > 0` and energies outside the band,
`|E| > 2h`. -/
def gapLimit (h E : ℝ) : ℝ :=
  E * (1 - √(1 - (2 * h / E) ^ 2)) / (2 * h ^ 2)
```

The two cases are joined into one function of the energy.

```lean
/-- The surface Green's function at zero broadening, for `h > 0` and `|E| ≠ 2h`: `bandLimit` in
the band and `gapLimit` outside it. -/
def surfaceLimit (h E : ℝ) : ℂ :=
  if |E| < 2 * h then bandLimit h E else (gapLimit h E : ℂ)
```

Despite its name, `surfaceLimit` is only a formula at this point; that $g$ converges to it is proved further down.

## Broadening confines the root to a half disc

Multiply the surface equation by $\bar g$:

$$h^2|g|^2g-(E+iy)|g|^2+\bar g=0 .$$

The imaginary part is $h^2|g|^2\operatorname{Im}g-y|g|^2-\operatorname{Im}g=0$, or

$$y|g|^2=(-\operatorname{Im}g)\,(1-h^2|g|^2).$$

```lean
/-- Balance between broadening and spectral weight: a retarded root satisfies
`y |g|² = (-Im g) (1 - h² |g|²)`. -/
theorem broadening_balance {h E y : ℝ} {g : ℂ} (hg : IsRetardedRoot h E y g) :
    y * ‖g‖ ^ 2 = -g.im * (1 - h ^ 2 * ‖g‖ ^ 2) := by
  obtain ⟨he, -⟩ := hg
  have hA := congrArg Complex.re he
  have hB := congrArg Complex.im he
  simp [pow_two] at hA hB
  rw [Complex.sq_norm, Complex.normSq_apply]
  -- imaginary part of the surface equation times the conjugate of `g`
  linear_combination g.im * hA - g.re * hB
```

In the code, `hA` and `hB` are the real and imaginary parts of the equation, and `linear_combination` forms the combination that multiplication by $\bar g$ produces.

For $y>0$ the left side is non-negative and $-\operatorname{Im}g$ is positive, so $h|g|\le1$. The retarded root therefore lies in the lower half of the disc of radius $1/h$.

## Distance from a root at zero broadening

Let $g_0,g_1$ be the roots at $y=0$, so that $h^2(g_0+g_1)=E$ and $h^2g_0g_1=1$. Then

$$h^2(g-g_0)(g-g_1)=h^2g^2-Eg+1=iyg .$$

Suppose that $2h^2|w-g_1|\ge s>0$ for every $w$ in the half disc. Taking moduli and using $h|g|\le1$,

$$hs\,|g-g_0|\le 2h\cdot h^2|g-g_0||g-g_1|=2y\,h|g|\le2y,
\qquad |g-g_0|\le\frac{2y}{hs}.$$

```lean
/-- Let `g₀`, `g₁` be the two roots at zero broadening, and let `g₁` be at distance at least
`s / (2h²)` from every `w` with `Im w < 0` and `h |w| ≤ 1`, where `h, s > 0`. Then a retarded root
at broadening `y > 0` differs from `g₀` by at most `2y / (h s)`. -/
theorem root_deviation {h E y s : ℝ} {g g₀ g₁ : ℂ} (hh : 0 < h) (hy : 0 < y) (hs : 0 < s)
    (hg : IsRetardedRoot h E y g)
    (hsum : (h : ℂ) ^ 2 * (g₀ + g₁) = E) (hprod : (h : ℂ) ^ 2 * (g₀ * g₁) = 1)
    (hfar : ∀ w : ℂ, w.im < 0 → h * ‖w‖ ≤ 1 → s ≤ 2 * h ^ 2 * ‖w - g₁‖) :
    ‖g - g₀‖ ≤ 2 / (h * s) * y := by
  have hbal := broadening_balance hg
  obtain ⟨he, him⟩ := hg
  -- the balance confines `g` to the half disc
  have hb : h * ‖g‖ ≤ 1 := by
    by_contra hc
    have hc' : 1 < h * ‖g‖ := lt_of_not_ge hc
    have h1 : 0 < h ^ 2 * ‖g‖ ^ 2 - 1 := by nlinarith
    have h2 := mul_pos (neg_pos.2 him) h1
    have h3 : 0 ≤ y * ‖g‖ ^ 2 := by positivity
    nlinarith
  -- the broadening measures the failure of `g` to be a root at `y = 0`
  have hfac : (h : ℂ) ^ 2 * ((g - g₀) * (g - g₁)) = (y : ℂ) * Complex.I * g := by
    linear_combination he - g * hsum + hprod
  have hn := congrArg norm hfac
  simp only [norm_mul, norm_pow, Complex.norm_real, Complex.norm_I, Real.norm_eq_abs,
    abs_of_pos hh, abs_of_pos hy, mul_one] at hn
  have hd := hfar g him hb
  rw [div_mul_eq_mul_div, le_div_iff₀ (by positivity)]
  calc ‖g - g₀‖ * (h * s) ≤ ‖g - g₀‖ * (h * (2 * h ^ 2 * ‖g - g₁‖)) := by gcongr
    _ = 2 * h * (h ^ 2 * (‖g - g₀‖ * ‖g - g₁‖)) := by ring
    _ = 2 * y * (h * ‖g‖) := by rw [hn]; ring
    _ ≤ 2 * y * 1 := by gcongr
    _ = 2 * y := by ring
```

The hypothesis `hfar` is the separation of $g_1$ from the half disc. The bound `hb` is obtained by contradiction from the balance, `hfac` is the factorisation, and the `calc` block is the chain of inequalities above.

## Inside the band

Write $S=\sqrt{4h^2-E^2}$, $a=E/(2h^2)$ and $b=S/(2h^2)$, with $g_0=a-ib$ and $g_1=a+ib$. The sum and product are right, since $2h^2a=E$ and $h^2(a^2+b^2)=(E^2+S^2)/(4h^2)=1$. If $\operatorname{Im}w<0$, then

$$|w-g_1|\ge b-\operatorname{Im}w\ge b,\qquad 2h^2|w-g_1|\ge S .$$

So $s=S$ is allowed, and $|g-g_0|\le 2y/(hS)$.

```lean
/-- For `h > 0` and an energy in the band, the retarded root at broadening `y > 0` differs from
`bandLimit` by at most `2y / (h √(4h² - E²))`. -/
theorem band_rate {h E y : ℝ} {g : ℂ} (hh : 0 < h) (hE : |E| < 2 * h) (hy : 0 < y)
    (hg : IsRetardedRoot h E y g) :
    ‖g - bandLimit h E‖ ≤ 2 / (h * √(4 * h ^ 2 - E ^ 2)) * y := by
  have hh0 : h ≠ 0 := hh.ne'
  have cancel : ∀ x : ℝ, 2 * h ^ 2 * (x / (2 * h ^ 2)) = x := fun x => by field_simp
  have hpos : 0 < 4 * h ^ 2 - E ^ 2 := by
    obtain ⟨h1, h2⟩ := abs_lt.1 hE
    nlinarith [mul_pos (sub_pos.2 h1) (sub_pos.2 h2)]
  have hS0 := Real.sqrt_pos.2 hpos
  have hS2 := Real.sq_sqrt hpos.le
  unfold bandLimit
  generalize √(4 * h ^ 2 - E ^ 2) = S at hS0 hS2 ⊢
  have hb := cancel S
  have ha := cancel E
  generalize S / (2 * h ^ 2) = b at hb ⊢
  generalize E / (2 * h ^ 2) = a at ha ⊢
  have hab : h ^ 2 * (a ^ 2 + b ^ 2) = 1 := by
    apply mul_left_cancel₀ (show 4 * h ^ 2 ≠ 0 by positivity)
    linear_combination (2 * h ^ 2 * a + E) * ha + (2 * h ^ 2 * b + S) * hb + hS2
  have ha' : 2 * (h : ℂ) ^ 2 * a = E := by exact_mod_cast ha
  have hab' : (h : ℂ) ^ 2 * ((a : ℂ) ^ 2 + (b : ℂ) ^ 2) = 1 := by exact_mod_cast hab
  refine root_deviation (g₁ := (a : ℂ) + (b : ℂ) * Complex.I) hh hy hS0 hg ?_ ?_ ?_
  · linear_combination ha'
  · linear_combination hab' - (h : ℂ) ^ 2 * (b : ℂ) ^ 2 * Complex.I_sq
  · -- the other root lies in the upper half plane
    intro w hw _
    have h1 := Complex.abs_im_le_norm (w - ((a : ℂ) + (b : ℂ) * Complex.I))
    have h2 : (w - ((a : ℂ) + (b : ℂ) * Complex.I)).im = w.im - b := by simp
    rw [h2] at h1
    have h3 : b ≤ ‖w - ((a : ℂ) + (b : ℂ) * Complex.I)‖ := by
      linarith [neg_abs_le (w.im - b)]
    calc S = 2 * h ^ 2 * b := hb.symm
      _ ≤ _ := by gcongr
```

The `generalize` steps replace the square root and the quotients by letters, keeping the equations that they satisfy and the positivity of $S$. The sum and product of the roots are then checked by polynomial algebra, and the last bullet is the estimate of $|w-g_1|$ above.

## Outside the band

Write $R=\sqrt{1-(2h/E)^2}$, $p=E(1-R)/(2h^2)$ and $q=E(1+R)/(2h^2)$, with $g_0=p$ and $g_1=q$. Then $h^2(p+q)=E$ and $h^2pq=E^2(1-R^2)/(4h^2)=1$. Now the modulus separates the roots: for $h|w|\le1$,

$$2h^2|w-q|\ge|E|(1+R)-2h^2|w|\ge|E|-2h .$$

With $s=|E|-2h$ the error is at most $2y/(h(|E|-2h))$.

```lean
/-- For `h > 0` and an energy outside the band, the retarded root at broadening `y > 0` differs
from the real number `gapLimit` by at most `2y / (h (|E| - 2h))`. -/
theorem gap_rate {h E y : ℝ} {g : ℂ} (hh : 0 < h) (hE : 2 * h < |E|) (hy : 0 < y)
    (hg : IsRetardedRoot h E y g) :
    ‖g - (gapLimit h E : ℂ)‖ ≤ 2 / (h * (|E| - 2 * h)) * y := by
  have hh0 : h ≠ 0 := hh.ne'
  have hE0 : E ≠ 0 := abs_pos.1 (by linarith)
  have cancel : ∀ x : ℝ, 2 * h ^ 2 * (x / (2 * h ^ 2)) = x := fun x => by field_simp
  have key : ∀ q R : ℝ, E * q = 2 * h → R ^ 2 = 1 - q ^ 2 →
      E ^ 2 * R ^ 2 = E ^ 2 - 4 * h ^ 2 := by
    intro q R h1 h2
    linear_combination E ^ 2 * h2 - (E * q + 2 * h) * h1
  have hle : (2 * h / E) ^ 2 ≤ 1 := by
    rw [div_pow, div_le_one (by positivity)]
    nlinarith [sq_abs E, mul_pos (sub_pos.2 hE) (show 0 < |E| + 2 * h by positivity)]
  have hR := key (2 * h / E) _ (by field_simp) (Real.sq_sqrt (sub_nonneg.2 hle))
  have hR0 := Real.sqrt_nonneg (1 - (2 * h / E) ^ 2)
  unfold gapLimit
  generalize √(1 - (2 * h / E) ^ 2) = R at hR hR0 ⊢
  have hp := cancel (E * (1 - R))
  generalize E * (1 - R) / (2 * h ^ 2) = p at hp ⊢
  obtain ⟨q, hq⟩ : ∃ q : ℝ, 2 * h ^ 2 * q = E * (1 + R) := ⟨_, cancel _⟩
  have hsum : h ^ 2 * (p + q) = E := by linear_combination (hp + hq) / 2
  have hprod : h ^ 2 * (p * q) = 1 := by
    apply mul_left_cancel₀ (show 4 * h ^ 2 ≠ 0 by positivity)
    linear_combination 2 * h ^ 2 * q * hp + E * (1 - R) * hq - hR
  refine root_deviation (g₁ := (q : ℂ)) hh hy (sub_pos.2 hE) hg
    (by exact_mod_cast hsum) (by exact_mod_cast hprod) ?_
  -- the other root lies outside the disc
  intro w _ hw
  have hq' := congrArg abs hq
  rw [abs_mul (2 * h ^ 2) q, abs_mul E (1 + R), abs_of_pos (show 0 < 2 * h ^ 2 by positivity),
    abs_of_pos (show 0 < 1 + R by positivity)] at hq'
  have ht := norm_sub_norm_le (q : ℂ) w
  rw [norm_sub_rev, Complex.norm_real, Real.norm_eq_abs] at ht
  have h1 := mul_le_mul_of_nonneg_left ht (show 0 ≤ 2 * h ^ 2 by positivity)
  have h2 := mul_le_mul_of_nonneg_left hw hh.le
  have h3 := mul_nonneg (abs_nonneg E) hR0
  nlinarith
```

The auxiliary statement `key` supplies $E^2R^2=E^2-4h^2$, which gives the product of the roots. The last lines are the reverse triangle inequality.

## The limit and its imaginary part

The imaginary part of the candidate can be read from its definition: it is $-\sqrt{4h^2-E^2}/(2h^2)$ in the band and zero outside.

```lean
/-- The imaginary part of `surfaceLimit` is `-√(4h² - E²) / (2h²)` in the band and zero outside,
for `h > 0` and `|E| ≠ 2h`. -/
theorem surfaceLimit_im {h E : ℝ} : (surfaceLimit h E).im =
    if |E| < 2 * h then -(√(4 * h ^ 2 - E ^ 2) / (2 * h ^ 2)) else 0 := by
  unfold surfaceLimit
  split_ifs
  · simp only [bandLimit, Complex.sub_im, Complex.mul_im, Complex.ofReal_im, Complex.ofReal_re,
      Complex.I_im, Complex.I_re]
    ring
  · exact Complex.ofReal_im _
```

For fixed $E$ with $|E|\neq2h$, one of the two estimates applies and gives a constant $C$, independent of $y$, with

$$0\le|g(y)-g_{\rm lim}|\le Cy\to0 ,$$

where $g_{\rm lim}$ is the value of `surfaceLimit`. It is non-real exactly when $|E|<2h$, because the square root is positive there.

```lean
/-- Vanishing broadening: for `h > 0` and `|E| ≠ 2h`, the retarded root converges to
`surfaceLimit` as `y` tends to zero from above, and this limit is non-real exactly when
`|E| < 2h`. -/
theorem vanishing_broadening {h E : ℝ} {g : ℝ → ℂ} (hh : 0 < h) (hE : |E| ≠ 2 * h)
    (hg : ∀ y, 0 < y → IsRetardedRoot h E y (g y)) :
    Tendsto g (𝓝[>] 0) (𝓝 (surfaceLimit h E)) ∧
      ((surfaceLimit h E).im ≠ 0 ↔ |E| < 2 * h) := by
  constructor
  · -- in both regimes the error is at most linear in the broadening
    obtain ⟨C, hC⟩ : ∃ C : ℝ, ∀ y, 0 < y → ‖g y - surfaceLimit h E‖ ≤ C * y := by
      unfold surfaceLimit
      split_ifs with hb
      · exact ⟨_, fun y hy => band_rate hh hb hy (hg y hy)⟩
      · exact ⟨_, fun y hy =>
          gap_rate hh (lt_of_le_of_ne (not_lt.1 hb) hE.symm) hy (hg y hy)⟩
    have hlin : Tendsto (fun y : ℝ => C * y) (𝓝[>] 0) (𝓝 0) := by
      have hc : Continuous (fun y : ℝ => C * y) := by fun_prop
      have h0 := hc.tendsto 0
      rw [mul_zero] at h0
      exact h0.mono_left nhdsWithin_le_nhds
    rw [tendsto_iff_norm_sub_tendsto_zero]
    refine tendsto_of_tendsto_of_tendsto_of_le_of_le' tendsto_const_nhds hlin
      (Eventually.of_forall fun y => norm_nonneg _) ?_
    filter_upwards [self_mem_nhdsWithin] with y hy
    exact hC y hy
  · rw [surfaceLimit_im]
    split_ifs with hb
    · obtain ⟨h1, h2⟩ := abs_lt.1 hb
      have hpos : 0 < 4 * h ^ 2 - E ^ 2 := by
        nlinarith [mul_pos (sub_pos.2 h1) (sub_pos.2 h2)]
      have hS := Real.sqrt_pos.2 hpos
      have hne : √(4 * h ^ 2 - E ^ 2) / (2 * h ^ 2) ≠ 0 := by positivity
      exact ⟨fun _ => hb, fun _ => neg_ne_zero.2 hne⟩
    · exact ⟨fun hn => absurd rfl hn, fun hc => absurd hc hb⟩
```

In words: if `g y` is a retarded root for every $y>0$, then `g` tends to `surfaceLimit h E` as $y$ approaches zero from above, written `𝓝[>] 0`, and the imaginary part of that value is non-zero if and only if $|E|<2h$. Values of `g` at $y\le0$ play no role. The proof splits into the two regimes and squeezes the error between zero and $Cy$.

The constant $C$ grows without bound as $E$ approaches a band edge. At $|E|=2h$ the roots merge and no separation $s$ is left; the factorisation then gives $|g-g_0|\le\sqrt{y/h^3}$, a slower convergence to a real value that is not formalised here.

The sign condition does real work. For $h=1$, $E=0$ the roots are $i(y\pm\sqrt{y^2+4})/2$. Take the upper sign when $y=1/n$ for a positive integer $n$, and the lower sign otherwise. This $g$ solves the equation and is non-real for every $y>0$, yet it has values near $i$ and near $-i$ at arbitrarily small $y$. The equation together with $\operatorname{Im}g\neq0$ is thus not enough for convergence.

## Surface density of states

Taking imaginary parts is continuous, so

$$-\frac{\operatorname{Im}g(y)}{\pi}\to\frac{\sqrt{4h^2-E^2}}{2\pi h^2}\ \text{ for }|E|<2h,\qquad\text{and}\quad -\frac{\operatorname{Im}g(y)}{\pi}\to0\ \text{ for }|E|>2h .$$

```lean
/-- For `h > 0` and `|E| ≠ 2h`, the surface density of states `-Im g / π` tends to
`√(4h² - E²) / (2h²) / π` in the band and to zero outside it, as the broadening vanishes. -/
theorem surface_density_of_states {h E : ℝ} {g : ℝ → ℂ} (hh : 0 < h) (hE : |E| ≠ 2 * h)
    (hg : ∀ y, 0 < y → IsRetardedRoot h E y (g y)) :
    Tendsto (fun y => -(g y).im / Real.pi) (𝓝[>] 0)
      (𝓝 (if |E| < 2 * h then √(4 * h ^ 2 - E ^ 2) / (2 * h ^ 2) / Real.pi else 0)) := by
  have him := (Complex.continuous_im.tendsto _).comp (vanishing_broadening hh hE hg).1
  have hlim := him.neg.div_const Real.pi
  rw [surfaceLimit_im] at hlim
  split_ifs at hlim ⊢
  · rw [neg_neg] at hlim
    exact hlim
  · rw [neg_zero, zero_div] at hlim
    exact hlim
```

In transport calculations $h^2g$ is the self-energy of a lead attached with hopping $h$; for this non-interacting, single-orbital lead, it retains an imaginary part at vanishing broadening only for energies in the band.

## An explicit root at the band centre

The convergence theorem assumes a family of retarded roots. At $E=0$ one can be written down. Put $g=iu$; the equation becomes $h^2u^2-yu=1$, and its negative solution is

$$u=\frac{y-\sqrt{y^2+4h^2}}{2h^2}.$$

```lean
/-- At the band centre `E = 0`, with `h > 0`, the number `i (y - √(y² + 4h²)) / (2h²)` is a
retarded root for every real `y`. -/
theorem isRetardedRoot_witness {h : ℝ} (hh : 0 < h) (y : ℝ) :
    IsRetardedRoot h 0 y
      ((((y - √(y ^ 2 + 4 * h ^ 2)) / (2 * h ^ 2) : ℝ) : ℂ) * Complex.I) := by
  have hh0 : h ≠ 0 := hh.ne'
  have cancel : ∀ x : ℝ, 2 * h ^ 2 * (x / (2 * h ^ 2)) = x := fun x => by field_simp
  have hT := Real.sq_sqrt (show 0 ≤ y ^ 2 + 4 * h ^ 2 by positivity)
  have hlt : y < √(y ^ 2 + 4 * h ^ 2) :=
    Real.lt_sqrt_of_sq_lt (by linarith [show 0 < 4 * h ^ 2 by positivity])
  generalize √(y ^ 2 + 4 * h ^ 2) = T at hT hlt ⊢
  have hneg : (y - T) / (2 * h ^ 2) < 0 :=
    div_neg_of_neg_of_pos (sub_neg.2 hlt) (by positivity)
  have hu := cancel (y - T)
  generalize (y - T) / (2 * h ^ 2) = u at hneg hu ⊢
  have hq : h ^ 2 * u ^ 2 - y * u = 1 := by
    apply mul_left_cancel₀ (show 4 * h ^ 2 ≠ 0 by positivity)
    linear_combination (2 * h ^ 2 * u + (y - T) - 2 * y) * hu + hT
  have hq' : (h : ℂ) ^ 2 * (u : ℂ) ^ 2 - (y : ℂ) * u = 1 := by exact_mod_cast hq
  constructor
  · rw [Complex.ofReal_zero]
    linear_combination ((h : ℂ) ^ 2 * (u : ℂ) ^ 2 - (y : ℂ) * u) * Complex.I_sq - hq'
  · simpa using hneg

end

end VanishingBroadening
```

The code shows that $u$ is negative, then checks its quadratic. For $y<0$ the two conditions of `IsRetardedRoot` still hold, but the resolvent element is then the other root, with positive imaginary part. As $y\to0^+$ the root $iu$ tends to $-i/h$, in agreement with `bandLimit` at $E=0$.

```lean
#print axioms VanishingBroadening.vanishing_broadening
#print axioms VanishingBroadening.surface_density_of_states
```

```
'VanishingBroadening.vanishing_broadening' depends on axioms: [propext, Classical.choice, Quot.sound]
'VanishingBroadening.surface_density_of_states' depends on axioms: [propext, Classical.choice, Quot.sound]
```
